# Acting with $1+sE_{ij}$ on the up orbitals multiplies a non-zero paired-state overlap by $1+sG_{ij}$

If the overlap with a paired trial state is recomputed from scratch for every hop, a single walker on $M$ sites needs new determinants for each of the $M^2$ pairs of sites. When the walker's overlap is non-zero, one matrix $G$, built from one $N\times N$ inverse, supplies the up-spin one-body estimators for all these pairs.

## Paired trial state and walker

Take $N$ up and $N$ down particles on $M$ sites. The trial state is a BCS state projected onto fixed particle number. With the up particles at $x_1,\dots,x_N$ and the down particles at $y_1,\dots,y_N$, its unnormalised amplitude is $\det[F_{x_a y_b}]$, where $F$ is the $M\times M$ matrix of pair coefficients. The walker is a Slater determinant with up orbitals in the columns of $U$ and down orbitals in the columns of $W$, both $M\times N$. The pair amplitude changes sign when two up or two down particles are exchanged, so summing plain products of orbitals over all ordered positions already antisymmetrises the walker. The overlap of the two states is

$$
O(U,W)=\sum_{x,y}\prod_a U_{x_a a}\prod_b W_{y_b b}\,\det[F_{x_a y_b}].
$$

No complex conjugation appears, so for a complex trial state $F$ holds the conjugated pair coefficients.

## The update formula and what it covers

Let $A=U^TFW$ and, when $\det A\neq0$, let $G=FWA^{-1}U^T$. Let $E_{ij}$ be the matrix with a single 1, in row $i$ and column $j$. Then for every scalar $s$

$$
\det\big(((1+sE_{ij})U)^TFW\big)=\det A\,(1+sG_{ij}).
$$

This is `det_elementary_update`. The types `m` and `n` label sites and orbitals, `K` is any field, and `single i j 1` is $E_{ij}$. The hypothesis `hA` says that the walker is not orthogonal to the trial state.

The matrix $G$ is called a Green's function, a name justified by `mixed_estimator_eq_green`. There `oneBodyOverlap` lets a one-body operator $h$ act on the up particles by replacing one orbital at a time by its image and summing the results. Dividing by the overlap gives the mixed estimator, which for $h=E_{ij}$ equals $G_{ij}$. Since $E_{ij}$ moves amplitude from site $j$ to site $i$, the convention is $G_{ij}=\langle c_i^\dagger c_j\rangle$ in second-quantised notation.

In auxiliary-field Monte Carlo this gives the up-spin one-body estimators of a single walker, for a number-projected trial state with equal numbers of up and down particles. Two-body estimators and the average over walkers are not treated. Thouless's theorem says that the exponential of a one-body operator maps a Slater determinant to one with transformed orbitals; here the transformed orbitals are the starting point.

## From configurations to one determinant

For an $N\times M$ matrix $B$, expand the determinant over permutations and multiply out the product of sums:

$$
\det(BW)=\sum_\sigma \operatorname{sgn}\sigma\prod_b\sum_{y}B_{\sigma(b)y}W_{yb}
=\sum_{y_1,\dots,y_N}\prod_b W_{y_b b}\,\det[B_{a y_b}].
$$

Set $B=U^TF$. The remaining determinant has entries $\sum_x U_{xa}F_{xy_b}$. Transposing it and expanding in the same way gives $\sum_x\prod_a U_{x_a a}\det[F_{x_a y_b}]$. Hence $O(U,W)=\det A$.

## Transforming the up orbitals

For any $M\times M$ matrix $h$,

$$
((1+h)U)^TFW=A+U^Th^TFW=A\,(1+A^{-1}U^Th^TFW).
$$

Take determinants and use $\det(1+XY)=\det(1+YX)$ with $X=A^{-1}U^T$ and $Y=h^TFW$. The overlap is multiplied by $\det(1+h^TG)$.

For $h=sE_{ij}$ we have $(h^TG)_{ab}=s\,\delta_{aj}G_{ib}$, a column times a row. Exchanging these two factors leaves a $1\times1$ determinant, $1+\sum_b G_{ib}\,s\,\delta_{bj}=1+sG_{ij}$.

## The mixed estimator of a hop

Replacing orbital $k$ by its image under $h$ replaces row $k$ of $A$ by row $k$ of $B'=(hU)^TFW$. Expanding along that row and summing over $k$ gives

$$
\sum_{k,l}B'_{kl}\,(\operatorname{adj}A)_{lk}=\det A\,\operatorname{tr}(B'A^{-1})=\det A\,\operatorname{tr}(h^TG),
$$

by $\operatorname{adj}A=\det A\,A^{-1}$ and cyclicity of the trace. For $h=E_{ij}$ the trace is $G_{ij}$.

Finally, $U^T(FWA^{-1})=AA^{-1}=1$. Therefore $G^2=FWA^{-1}(U^TFWA^{-1})U^T=G$, and $\operatorname{tr}G=\operatorname{tr}1_N=N$, read as an element of the field.

## The overlap and its Green's function in Lean

```lean
import Mathlib

open Matrix

namespace BCSTrialGreen

noncomputable section

variable {K m n : Type*} [Field K] [Fintype m] [Fintype n] [DecidableEq n]

/-- Amplitude of the paired trial state with up particles at sites `x` and down particles
at sites `y`: the determinant of the pair coefficients `F (x a) (y b)`. -/
def pairAmplitude (F : Matrix m m K) (x y : n → m) : K := (F.submatrix x y).det

/-- Overlap of the paired trial state with a walker: the pair amplitude summed over all positions
against the product of the up orbitals (columns of `U`) and down orbitals (columns of `W`). -/
def overlap (F : Matrix m m K) (U W : Matrix m n K) : K :=
  ∑ x : n → m, ∑ y : n → m,
    (∏ a, U (x a) a) * (∏ b, W (y b) b) * pairAmplitude F x y

/-- The matrix `F W (Uᵀ F W)⁻¹ Uᵀ`, meant for walkers with `det (Uᵀ F W) ≠ 0`. -/
def pairGreen (F : Matrix m m K) (U W : Matrix m n K) : Matrix m m K :=
  F * W * (Uᵀ * F * W)⁻¹ * Uᵀ

/-- Overlap of the trial state with the walker after a one-body operator `h` has acted on the
up particles: each up orbital in turn is replaced by its image under `h`, and the results
are summed. -/
def oneBodyOverlap (F : Matrix m m K) (U W : Matrix m n K) (h : Matrix m m K) : K :=
  ∑ k, overlap F (U.updateCol k fun a => (h * U) a k) W

/-- The determinant of a product of rectangular matrices is a sum over all assignments of
particles to sites. -/
theorem det_mul_expand (B : Matrix n m K) (W : Matrix m n K) :
    (B * W).det = ∑ y : n → m, (∏ b, W (y b) b) * (B.submatrix id y).det := by
  simp only [det_apply', mul_apply, Finset.prod_univ_sum, Fintype.piFinset_univ,
    Finset.mul_sum, submatrix_apply, id_eq]
  rw [Finset.sum_comm]
  refine Finset.sum_congr rfl fun y _ => Finset.sum_congr rfl fun σ _ => ?_
  rw [Finset.prod_mul_distrib]
  ring

/-- The overlap of the paired trial state with a walker is the single determinant
`det (Uᵀ F W)`. -/
theorem overlap_eq_det (F : Matrix m m K) (U W : Matrix m n K) :
    overlap F U W = (Uᵀ * F * W).det := by
  -- sum over the positions of the up particles, the down particles being fixed
  have h : ∀ y : n → m, ((Uᵀ * F).submatrix id y).det =
      ∑ x : n → m, (∏ a, U (x a) a) * pairAmplitude F x y := by
    intro y
    have e : (Uᵀ * F).submatrix id y = ((F.submatrix id y)ᵀ * U)ᵀ := by
      ext a b
      simp [mul_apply, mul_comm]
    rw [e, det_transpose, det_mul_expand]
    refine Finset.sum_congr rfl fun x _ => ?_
    congr 1
    exact det_transpose (F.submatrix x y)
  rw [det_mul_expand, overlap, Finset.sum_comm]
  refine Finset.sum_congr rfl fun y _ => ?_
  rw [h, Finset.mul_sum]
  refine Finset.sum_congr rfl fun x _ => ?_
  ring

variable [DecidableEq m]

/-- If the walker has non-zero overlap, transforming its up orbitals by `1 + h` multiplies
the overlap by `det (1 + hᵀ G)`, with `G` the matrix `pairGreen`. -/
theorem overlap_transform (F : Matrix m m K) (U W : Matrix m n K) (h : Matrix m m K)
    (hA : overlap F U W ≠ 0) :
    overlap F ((1 + h) * U) W = overlap F U W * (1 + hᵀ * pairGreen F U W).det := by
  simp only [overlap_eq_det] at hA ⊢
  have hu : IsUnit (Uᵀ * F * W).det := isUnit_iff_ne_zero.mpr hA
  have c : (Uᵀ * F * W) * (((Uᵀ * F * W)⁻¹ * Uᵀ) * (hᵀ * F * W)) = Uᵀ * (hᵀ * F * W) := by
    rw [Matrix.mul_assoc (Uᵀ * F * W)⁻¹, mul_nonsing_inv_cancel_left _ _ hu]
  -- factor the old overlap matrix out of the new one
  have e : ((1 + h) * U)ᵀ * F * W =
      (Uᵀ * F * W) * (1 + ((Uᵀ * F * W)⁻¹ * Uᵀ) * (hᵀ * F * W)) := by
    rw [Matrix.mul_add, Matrix.mul_one, c]
    simp only [transpose_mul, transpose_add, transpose_one, Matrix.add_mul,
      Matrix.mul_one, Matrix.mul_assoc]
  rw [e, det_mul, det_one_add_mul_comm, pairGreen]
  simp only [Matrix.mul_assoc]

/-- For any square matrix `G` and any scalar `s`, the determinant of `1 + (s E_ij)ᵀ G` is
`1 + s G_ij`. -/
theorem det_one_add_unit (G : Matrix m m K) (i j : m) (s : K) :
    (1 + (s • single i j (1 : K))ᵀ * G).det = 1 + s * G i j := by
  -- the perturbation is a column times a row
  have e : (s • single i j (1 : K))ᵀ * G =
      (of fun a _ => if a = j then s else 0 : Matrix m Unit K) *
        (of fun _ b => G i b : Matrix Unit m K) := by
    ext a b
    by_cases h : a = j
    · subst h
      simp [mul_apply, single_apply]
    · simp [mul_apply, h, Ne.symm h]
  rw [e, det_one_add_mul_comm, det_unique]
  simp [mul_apply, mul_comm]

/-- Main theorem: if `A = Uᵀ F W` is invertible, transforming the up orbitals by `1 + s E_ij`
multiplies `det A` by `1 + s (F W A⁻¹ Uᵀ)_ij`, for every scalar `s`. -/
theorem det_elementary_update (F : Matrix m m K) (U W : Matrix m n K)
    (hA : (Uᵀ * F * W).det ≠ 0) (i j : m) (s : K) :
    (((1 + s • single i j (1 : K)) * U)ᵀ * F * W).det =
      (Uᵀ * F * W).det * (1 + s * (F * W * (Uᵀ * F * W)⁻¹ * Uᵀ) i j) := by
  have t := overlap_transform F U W (s • single i j (1 : K)) (by rwa [overlap_eq_det])
  rw [det_one_add_unit, overlap_eq_det, overlap_eq_det] at t
  exact t

omit [DecidableEq m] in
/-- If the walker has non-zero overlap, the matrix element of any one-body operator `h` on the
up particles is the overlap times `tr (hᵀ G)`. -/
theorem oneBodyOverlap_eq (F : Matrix m m K) (U W : Matrix m n K) (h : Matrix m m K)
    (hA : overlap F U W ≠ 0) :
    oneBodyOverlap F U W h = overlap F U W * trace (hᵀ * pairGreen F U W) := by
  rw [overlap_eq_det] at hA
  have hu : IsUnit (Uᵀ * F * W).det := isUnit_iff_ne_zero.mpr hA
  have adj : ∀ A : Matrix n n K, IsUnit A.det → A.adjugate = A.det • A⁻¹ := by
    intro A hd
    calc A.adjugate = A.adjugate * (A * A⁻¹) := by rw [mul_nonsing_inv _ hd, Matrix.mul_one]
      _ = A.det • A⁻¹ := by
        rw [← Matrix.mul_assoc, adjugate_mul, Matrix.smul_mul, Matrix.one_mul]
  -- replacing one orbital replaces one row of the overlap matrix: Cramer's rule
  have r : ∀ k, overlap F (U.updateCol k fun a => (h * U) a k) W =
      ∑ l, ((h * U)ᵀ * F * W) k l * (Uᵀ * F * W).adjugate l k := by
    intro k
    have e : (U.updateCol k fun a => (h * U) a k)ᵀ * F * W =
        (Uᵀ * F * W).updateRow k (((h * U)ᵀ * F * W) k) := by
      ext a b
      by_cases hk : a = k
      · subst hk
        simp only [updateRow_self, mul_apply, transpose_apply, updateCol_self]
      · simp only [updateRow_ne hk, mul_apply, transpose_apply, updateCol_ne hk]
    rw [overlap_eq_det, e, ← cramer_transpose_apply, cramer_eq_adjugate_mulVec,
      ← adjugate_transpose]
    exact Finset.sum_congr rfl fun l _ => mul_comm _ _
  have t : oneBodyOverlap F U W h =
      trace (((h * U)ᵀ * F * W) * (Uᵀ * F * W).adjugate) := by
    rw [oneBodyOverlap, Finset.sum_congr rfl fun k _ => r k]
    rfl
  rw [t, adj _ hu, Matrix.mul_smul, trace_smul, smul_eq_mul, overlap_eq_det]
  congr 1
  rw [pairGreen, transpose_mul]
  simpa only [Matrix.mul_assoc] using
    trace_mul_comm Uᵀ (hᵀ * F * W * (Uᵀ * F * W)⁻¹)

/-- For a walker with non-zero overlap, the mixed estimator of the one-body operator `E_ij`
on the up particles is the matrix element `G_ij`. -/
theorem mixed_estimator_eq_green (F : Matrix m m K) (U W : Matrix m n K)
    (hA : overlap F U W ≠ 0) (i j : m) :
    oneBodyOverlap F U W (single i j 1) / overlap F U W = pairGreen F U W i j := by
  rw [oneBodyOverlap_eq _ _ _ _ hA, mul_div_cancel_left₀ _ hA, trace,
    Finset.sum_eq_single j]
  · simp [mul_apply, single_apply]
  · intro a _ ha
    simp [mul_apply, ha.symm]
  · simp

omit [DecidableEq m] in
/-- For a walker with non-zero overlap, `G` is idempotent and its trace is the number of up
particles, read as an element of the field. -/
theorem green_idempotent_trace (F : Matrix m m K) (U W : Matrix m n K)
    (hA : overlap F U W ≠ 0) :
    pairGreen F U W * pairGreen F U W = pairGreen F U W ∧
      trace (pairGreen F U W) = (Fintype.card n : K) := by
  rw [overlap_eq_det] at hA
  have e : Uᵀ * (F * W * (Uᵀ * F * W)⁻¹) = 1 := by
    rw [← mul_nonsing_inv _ (isUnit_iff_ne_zero.mpr hA)]
    simp only [Matrix.mul_assoc]
  unfold pairGreen
  constructor
  · rw [Matrix.mul_assoc (F * W * (Uᵀ * F * W)⁻¹) Uᵀ,
      ← Matrix.mul_assoc Uᵀ (F * W * (Uᵀ * F * W)⁻¹) Uᵀ, e, Matrix.one_mul]
  · rw [trace_mul_comm, e, trace_one]

end

end BCSTrialGreen
```

```lean
#print axioms BCSTrialGreen.overlap_transform
#print axioms BCSTrialGreen.det_elementary_update
#print axioms BCSTrialGreen.mixed_estimator_eq_green
#print axioms BCSTrialGreen.green_idempotent_trace
```

```
'BCSTrialGreen.overlap_transform' depends on axioms: [propext, Classical.choice, Quot.sound]
'BCSTrialGreen.det_elementary_update' depends on axioms: [propext, Classical.choice, Quot.sound]
'BCSTrialGreen.mixed_estimator_eq_green' depends on axioms: [propext, Classical.choice, Quot.sound]
'BCSTrialGreen.green_idempotent_trace' depends on axioms: [propext, Classical.choice, Quot.sound]
```

## From the configuration sum to the update

`det_mul_expand` is the expansion of $\det(BW)$: `Finset.prod_univ_sum` multiplies out the product of sums, and `Finset.sum_comm` moves the sum over positions outside. `overlap_eq_det` uses it twice: for the up particles, after a transposition, inside the auxiliary statement `h` (not the one-body operator), and then for the down particles.

In `overlap_transform`, the equation `e` factors $A$ out of the new overlap matrix, with `c` supplying the cancellation $AA^{-1}=1$. The lemma `det_one_add_mul_comm` then exchanges $X$ and $Y$. `det_one_add_unit` writes $h^TG$ as a column times a row, both with `Unit` as their inner index, so the same exchange leads to a $1\times1$ determinant. `det_elementary_update` combines the two results and turns overlaps into determinants.

## Cramer's rule and the trace

`oneBodyOverlap_eq` does not use the update formula. Its step `r` identifies the replaced orbital with a replaced row and applies Cramer's rule; `t` collects the sum over orbitals into a trace. The step `adj` then converts the adjugate into $\det A\,A^{-1}$, and `trace_mul_comm` moves $U^T$ to the end to form $G$.

`mixed_estimator_eq_green` divides by the overlap and keeps the only diagonal term that can be non-zero, the one at $j$. In `green_idempotent_trace`, the equation `e` is $U^TFWA^{-1}=1$, from which both claims follow as in the derivation.
